# Averaged over one wavelength, an inverse-square Friedel tail is at most $|A|\pi/(kx^3)$

Let the density at depth $t>0$ below a surface be a bulk value plus a single Friedel tail,

$$n(t)=n_0+\frac{A\cos(2kt+\varphi)}{t^2},\qquad k>0 .$$

Its average over one Friedel wavelength, from depth $x>0$ to $x+\pi/k$, differs from $n_0$ by at most $|A|\pi/(kx^3)$.

## Reading a bulk density from a slab

A planar surface of a three-dimensional electron gas reflects the electrons into standing waves. At zero temperature their wave numbers end sharply at the Fermi wave number, which leaves a density oscillation deep inside the material. Its leading part has wave number $2k_F$ and decays as the inverse square of the depth. The letter $k$ stands for $k_F$, so the wavelength is $\pi/k$, not $2\pi/k$.

A density read at one point carries this oscillation as an error. For a slab density of the single-tail form above, averaging over a wavelength reduces the error bound from order $x^{-2}$ to order $x^{-3}$.

## What is stated

`windowAverage k x f` is $(k/\pi)\int_x^{x+\pi/k} f(t)\,dt$, and `friedelDensity n₀ A k φ t` is $n(t)$. There are three final statements:

- `bulk_density_error_le` is the bound above, for all real $n_0$, $A$ and $\varphi$.
- `average_cos_div_sq_le` is the case of the bare tail $\cos(2kt)/t^2$, with bound $\pi/(kx^3)$.
- `unaveraged_deviation` says that beyond any given depth $X$ there is a point $x>0$ where $n(x)-n_0$ is exactly $A/x^2$.

The form of the tail is assumed, not derived from an electronic Hamiltonian, and $k$ is not tied to $n_0$ as it would be in a uniform gas. To use the bound for a computed slab, one must separately estimate how far its density departs from this form within the window, for example through higher-order terms, the tail of the opposite surface, the discrete levels of a thin slab, smeared occupations or, if ions are included, the lattice structure of the density.

## Derivation

Write $L=\pi/k$. Across the window the phase advances by $2kL=2\pi$, so

$$\int_x^{x+L}\cos(2kt+\varphi)\,dt=\left[\frac{\sin(2kt+\varphi)}{2k}\right]_x^{x+L}=0 .$$

Let $g$ be a continuous envelope with $|g(t)-g(x)|\le C(t-x)$ on the window. The constant $g(x)$ can be subtracted under the integral at no cost, and $|\cos|\le1$ gives

$$\left|\frac1L\int_x^{x+L}\cos(2kt+\varphi)\,g(t)\,dt\right|\le\frac1L\int_x^{x+L}C(t-x)\,dt=\frac{CL}{2}.$$

For the inverse square and $t\ge x>0$,

$$\frac{2}{x^3}(t-x)-\left(\frac1{x^2}-\frac1{t^2}\right)=\frac{(t-x)^2(2t+x)}{x^3t^2}\ge0 .$$

So $g(t)=A/t^2$ satisfies the condition with $C=2|A|/x^3$, and the averaged tail is at most $|A|L/x^3=|A|\pi/(kx^3)$. The constant $n_0$ averages to itself, which gives the bound for the density.

Without averaging, take $x=(2\pi m-\varphi)/(2k)$ with $m$ a large natural number. The cosine is then $1$ and the deviation is $A/x^2$.

## Numbers at ten wavelengths

Take $k=\pi$, so that the wavelength is $1$, with $A=1$, $\varphi=0$ and $x=10$. At $x$ the cosine is $\cos 20\pi=1$, and the pointwise error is $1/100=0.01$. The average over $[10,11]$ is off by at most $\pi/(\pi\cdot1000)=0.001$.

In general the bound is the crest value $|A|/x^2$ times $L/x$, so for $A\neq0$ it is the smaller of the two only when $x$ exceeds one wavelength.

## The Lean file and its proof

```lean
import Mathlib

open Real

namespace FriedelWindowAverage

noncomputable section

/-- The average of `f` over one Friedel wavelength `π / k`, starting at depth `x`,
for `k > 0`. -/
def windowAverage (k x : ℝ) (f : ℝ → ℝ) : ℝ :=
  (k / π) * ∫ t in x..(x + π / k), f t

/-- The density at depth `t > 0` below a surface: a bulk value `n₀` plus a Friedel tail of
amplitude `A`, wave number `2 k` and phase `φ` that decays as the inverse square. -/
def friedelDensity (n₀ A k φ t : ℝ) : ℝ :=
  n₀ + A * Real.cos (2 * k * t + φ) / t ^ 2

/-- A Friedel oscillation of constant amplitude integrates to zero over one wavelength,
for every phase and every nonzero `k`. -/
theorem integral_cos_window {k : ℝ} (hk : k ≠ 0) (x φ : ℝ) :
    ∫ t in x..(x + π / k), Real.cos (2 * k * t + φ) = 0 := by
  have hd : ∀ t ∈ Set.uIcc x (x + π / k),
      HasDerivAt (fun s => Real.sin (2 * k * s + φ) / (2 * k))
        (Real.cos (2 * k * t + φ)) t := by
    intro t _
    have h1 : HasDerivAt (fun s : ℝ => 2 * k * s + φ) (2 * k) t := by
      simpa using ((hasDerivAt_id t).const_mul (2 * k)).add_const φ
    refine (h1.sin.div_const (2 * k)).congr_deriv ?_
    field_simp
  rw [intervalIntegral.integral_eq_sub_of_hasDerivAt hd
    (Continuous.intervalIntegrable (by fun_prop) _ _)]
  -- the phase advances by a full turn across the window
  have hp : 2 * k * (x + π / k) + φ = (2 * k * x + φ) + 2 * π := by
    have h : k * (π / k) = π := by field_simp
    linear_combination 2 * h
  rw [hp, Real.sin_add_two_pi, sub_self]

/-- For `k > 0`, if an envelope `g` is continuous on the window and departs from its value at the
start of the window at most linearly, with slope `C`, then the averaged oscillation is at most `C`
times half a wavelength in absolute value. -/
theorem average_envelope_le {k x C : ℝ} (hk : 0 < k) (φ : ℝ) {g : ℝ → ℝ}
    (hg : ContinuousOn g (Set.Icc x (x + π / k)))
    (hC : ∀ t ∈ Set.Icc x (x + π / k), |g t - g x| ≤ C * (t - x)) :
    |windowAverage k x (fun t => Real.cos (2 * k * t + φ) * g t)| ≤ C * (π / k) / 2 := by
  have hL : 0 < π / k := by positivity
  have hle : x ≤ x + π / k := by linarith
  have hg' : ContinuousOn g (Set.uIcc x (x + π / k)) := by rwa [Set.uIcc_of_le hle]
  have hc : Continuous fun t : ℝ => Real.cos (2 * k * t + φ) := by fun_prop
  have hi1 : IntervalIntegrable (fun t => Real.cos (2 * k * t + φ) * g t)
      MeasureTheory.volume x (x + π / k) := (hc.continuousOn.mul hg').intervalIntegrable
  have hi2 : IntervalIntegrable (fun t => Real.cos (2 * k * t + φ) * g x)
      MeasureTheory.volume x (x + π / k) := (hc.mul continuous_const).intervalIntegrable _ _
  -- the constant part of the envelope averages out
  have hsub : ∫ t in x..(x + π / k), Real.cos (2 * k * t + φ) * g t =
      ∫ t in x..(x + π / k), Real.cos (2 * k * t + φ) * (g t - g x) := by
    have h := intervalIntegral.integral_sub hi1 hi2
    rw [intervalIntegral.integral_mul_const, integral_cos_window hk.ne', zero_mul,
      sub_zero] at h
    simp only [mul_sub]
    exact h.symm
  -- the remainder is bounded by the linear drift of the envelope
  have hb : ‖∫ t in x..(x + π / k), Real.cos (2 * k * t + φ) * (g t - g x)‖ ≤
      ∫ t in x..(x + π / k), C * (t - x) := by
    refine intervalIntegral.norm_integral_le_of_norm_le hle
      (Filter.Eventually.of_forall fun t ht => ?_)
      (Continuous.intervalIntegrable (by fun_prop) _ _)
    rw [Real.norm_eq_abs, abs_mul]
    have h1 := mul_le_mul_of_nonneg_right (Real.abs_cos_le_one (2 * k * t + φ))
      (abs_nonneg (g t - g x))
    have h2 := hC t ⟨ht.1.le, ht.2⟩
    linarith
  have hlin : ∫ t in x..(x + π / k), C * (t - x) = C * (π / k) ^ 2 / 2 := by
    have hd : ∀ t ∈ Set.uIcc x (x + π / k),
        HasDerivAt (fun s => C * (s - x) ^ 2 / 2) (C * (t - x)) t := by
      intro t _
      have h1 : HasDerivAt (fun s : ℝ => s - x) 1 t := (hasDerivAt_id t).sub_const x
      refine (((h1.fun_pow 2).const_mul C).div_const 2).congr_deriv ?_
      norm_num
      ring
    rw [intervalIntegral.integral_eq_sub_of_hasDerivAt hd
      (Continuous.intervalIntegrable (by fun_prop) _ _)]
    ring
  rw [hlin, Real.norm_eq_abs] at hb
  have hkp : 0 < k / π := by positivity
  simp only [windowAverage]
  rw [hsub, abs_mul, abs_of_pos hkp]
  refine (mul_le_mul_of_nonneg_left hb hkp.le).trans (le_of_eq ?_)
  have h : k / π * (π / k) = 1 := by field_simp
  linear_combination (C * (π / k) / 2) * h

/-- From depth `x > 0` inwards, the inverse-square envelope changes at most linearly,
with slope `2 / x ^ 3`. -/
theorem inverse_square_drift {x t : ℝ} (hx : 0 < x) (hxt : x ≤ t) :
    |1 / t ^ 2 - 1 / x ^ 2| ≤ 2 / x ^ 3 * (t - x) := by
  have ht : 0 < t := hx.trans_le hxt
  have h1 : 1 / t ^ 2 ≤ 1 / x ^ 2 :=
    one_div_le_one_div_of_le (by positivity) (by gcongr)
  have e : 2 / x ^ 3 * (t - x) - (1 / x ^ 2 - 1 / t ^ 2) =
      (t - x) ^ 2 * (2 * t + x) / (x ^ 3 * t ^ 2) := by
    field_simp
    ring
  have h2 : 0 ≤ (t - x) ^ 2 * (2 * t + x) / (x ^ 3 * t ^ 2) := by positivity
  rw [abs_sub_comm, abs_of_nonneg (by linarith)]
  linarith

/-- For `k, x > 0`, a Friedel tail of amplitude `A` and any phase, averaged over one
wavelength from depth `x`, is at most `|A| π / (k x ^ 3)` in absolute value. -/
theorem average_tail_le {k x : ℝ} (hk : 0 < k) (hx : 0 < x) (A φ : ℝ) :
    |windowAverage k x (fun t => A * Real.cos (2 * k * t + φ) / t ^ 2)| ≤
      |A| * π / (k * x ^ 3) := by
  have hg : ContinuousOn (fun t : ℝ => A / t ^ 2) (Set.Icc x (x + π / k)) :=
    ContinuousOn.div continuousOn_const (by fun_prop)
      (fun t ht => pow_ne_zero 2 (hx.trans_le ht.1).ne')
  have h := average_envelope_le (C := |A| * (2 / x ^ 3)) hk φ hg (by
    intro t ht
    have e : A / t ^ 2 - A / x ^ 2 = A * (1 / t ^ 2 - 1 / x ^ 2) := by ring
    change |A / t ^ 2 - A / x ^ 2| ≤ _
    rw [e, abs_mul, mul_assoc]
    exact mul_le_mul_of_nonneg_left (inverse_square_drift hx ht.1) (abs_nonneg A))
  have hf : (fun t : ℝ => A * Real.cos (2 * k * t + φ) / t ^ 2) =
      fun t => Real.cos (2 * k * t + φ) * (A / t ^ 2) := by
    funext t
    ring
  rw [hf]
  refine h.trans (le_of_eq ?_)
  field_simp

/-- For `k, x > 0`, the average of `cos (2 k t) / t ^ 2` over one Friedel wavelength from
`x` is at most `π / (k x ^ 3)` in absolute value. -/
theorem average_cos_div_sq_le {k x : ℝ} (hk : 0 < k) (hx : 0 < x) :
    |windowAverage k x (fun t => Real.cos (2 * k * t) / t ^ 2)| ≤ π / (k * x ^ 3) := by
  simpa using average_tail_le hk hx 1 0

/-- For `k, x > 0`, the density averaged over one Friedel wavelength from depth `x` gives
the bulk density `n₀` with an error of at most `|A| π / (k x ^ 3)`. -/
theorem bulk_density_error_le {k x : ℝ} (hk : 0 < k) (hx : 0 < x) (n₀ A φ : ℝ) :
    |windowAverage k x (friedelDensity n₀ A k φ) - n₀| ≤ |A| * π / (k * x ^ 3) := by
  have hL : 0 < π / k := by positivity
  have hi : IntervalIntegrable (fun t => A * Real.cos (2 * k * t + φ) / t ^ 2)
      MeasureTheory.volume x (x + π / k) := by
    apply ContinuousOn.intervalIntegrable
    rw [Set.uIcc_of_le (by linarith)]
    exact ContinuousOn.div (by fun_prop) (by fun_prop)
      (fun t ht => pow_ne_zero 2 (hx.trans_le ht.1).ne')
  -- averaging leaves the bulk value unchanged
  have hsplit : windowAverage k x (friedelDensity n₀ A k φ) - n₀ =
      windowAverage k x (fun t => A * Real.cos (2 * k * t + φ) / t ^ 2) := by
    simp only [windowAverage, friedelDensity]
    rw [intervalIntegral.integral_add (continuous_const.intervalIntegrable _ _) hi,
      intervalIntegral.integral_const, smul_eq_mul]
    have e : k / π * (π / k) = 1 := by field_simp
    linear_combination n₀ * e
  rw [hsplit]
  exact average_tail_le hk hx A φ

/-- Without averaging, for `k > 0`, there is beyond any given `X` a depth `x > 0` at which the
density minus its bulk value is exactly `A / x ^ 2`. -/
theorem unaveraged_deviation {k : ℝ} (hk : 0 < k) (n₀ A φ X : ℝ) :
    ∃ x, X < x ∧ 0 < x ∧ friedelDensity n₀ A k φ x - n₀ = A / x ^ 2 := by
  obtain ⟨m, hm⟩ := exists_nat_gt ((2 * k * max X 0 + φ) / (2 * π))
  rw [div_lt_iff₀ (by positivity)] at hm
  -- a crest of the oscillation beyond depth `X`
  have hlt : max X 0 < ((m : ℝ) * (2 * π) - φ) / (2 * k) := by
    rw [lt_div_iff₀ (by positivity)]
    linarith
  refine ⟨((m : ℝ) * (2 * π) - φ) / (2 * k), (le_max_left X 0).trans_lt hlt,
    (le_max_right X 0).trans_lt hlt, ?_⟩
  have h : ((m : ℝ) * (2 * π) - φ) / (2 * k) * (2 * k) = (m : ℝ) * (2 * π) - φ := by
    field_simp
  have hp : 2 * k * (((m : ℝ) * (2 * π) - φ) / (2 * k)) + φ = (m : ℝ) * (2 * π) := by
    linear_combination h
  rw [friedelDensity, hp, Real.cos_nat_mul_two_pi, mul_one, add_sub_cancel_left]

end

end FriedelWindowAverage
```

```lean
#print axioms FriedelWindowAverage.average_tail_le
#print axioms FriedelWindowAverage.average_cos_div_sq_le
#print axioms FriedelWindowAverage.bulk_density_error_le
#print axioms FriedelWindowAverage.unaveraged_deviation
```

```
'FriedelWindowAverage.average_tail_le' depends on axioms: [propext, Classical.choice, Quot.sound]
'FriedelWindowAverage.average_cos_div_sq_le' depends on axioms: [propext, Classical.choice, Quot.sound]
'FriedelWindowAverage.bulk_density_error_le' depends on axioms: [propext, Classical.choice, Quot.sound]
'FriedelWindowAverage.unaveraged_deviation' depends on axioms: [propext, Classical.choice, Quot.sound]
```

`integral_cos_window` supplies the antiderivative, applies the fundamental theorem of calculus and uses the $2\pi$ periodicity of the sine.

`average_envelope_le` is the envelope estimate. In it, `hsub` subtracts $g(x)$, `hb` bounds the remaining integral by that of $C(t-x)$, and `hlin` evaluates the latter as $CL^2/2$. The prefactor $k/\pi=1/L$ then gives $CL/2$.

`inverse_square_drift` proves the algebraic identity as `e`; `positivity` shows that its right-hand side is nonnegative.

`average_tail_le` combines the two with $g(t)=A/t^2$, and `average_cos_div_sq_le` sets $A=1$, $\varphi=0$. In `bulk_density_error_le`, the step `hsplit` separates off $n_0$ by linearity of the integral, which requires the tail to be integrable; this follows from its continuity on a window with $x>0$.

`unaveraged_deviation` obtains $m$ from the Archimedean property. Using `max X 0` there places the crest both beyond $X$ and at positive depth.
